# An unsymmetrised B with positive definite symmetric part never strengthens the F12 energy

If the F12 matrix \(B\) is not symmetric, its amplitudes can be defined in two inequivalent ways. Making the functional \(2V\cdot c+c\cdot Bc\) stationary uses only the symmetric part of \(B\), whereas solving \(Bc=-V\) uses all of it. Here the amplitudes are those of the linear equations, because the question is what happens when a general linear solver, one that reads every element of the matrix, receives \(B\) as it stands.

Geminals are pair functions that depend explicitly on the distance between the two electrons. For one occupied pair, \(B\) is the matrix, between geminals, of the sum of the two electrons' Fock operators less the two occupied orbital energies; this energy shift is included in \(B\) here. The vector \(V\) holds the coupling of the geminals to the reference, \(c\) holds the amplitudes, and the F12 energy is
\[
E(B,V)=V\cdot c,\qquad c=-B^{-1}V .
\]

In the code, `n` is a finite set of geminal indices, `*ᵥ` applies a matrix to a vector and `⬝ᵥ` is the scalar product. All quantities are real, and spin factors are left out.

In Lean 4 with Mathlib:

```lean
import Mathlib

open Matrix

namespace UnsymmetrisedF12

noncomputable section

variable {n : Type*} [Fintype n] [DecidableEq n]

/-- The F12 amplitudes `c = -B⁻¹ V`, which solve `B c = -V`, for a non-singular matrix `B`. -/
def amplitudes (B : Matrix n n ℝ) (V : n → ℝ) : n → ℝ := -(B⁻¹ *ᵥ V)

/-- The F12 energy `V · c` at the solved amplitudes, for a non-singular matrix `B`. -/
def f12Energy (B : Matrix n n ℝ) (V : n → ℝ) : ℝ := V ⬝ᵥ amplitudes B V
```

From here on \(S\) is symmetric positive definite and \(A\) is antisymmetric; they are the two parts of \(B=S+A\). Mathlib's `S.PosDef` includes the symmetry of \(S\), and `Aᵀ = -A` expresses the antisymmetry of \(A\). Positive definiteness is assumed, not derived from integrals. Physically, it says that every combination of geminals costs energy relative to the occupied pair.

For a single set of linear F12 equations with fixed \(V\), the results give the sign and the order of the energy change caused by omitting symmetrisation. They compare \(B\) with its own symmetric part, and do not say which energy lies closer to that of an exact \(B\). The word "error" below therefore means only the difference from the energy computed with \(S\).

## (a) The quadratic form of an antisymmetric matrix

Show that, for every vector \(x\),
\[
x\cdot Ax=0 .
\]

A scalar equals its transpose, so \(x\cdot Ax=x\cdot A^{T}x=-x\cdot Ax\), and the number is zero. In the code, `h` is the first equality, and `linarith` finishes once `hA` has been inserted.

```lean
omit [DecidableEq n] in
/-- The quadratic form of an antisymmetric matrix vanishes. -/
theorem skew_form_zero {A : Matrix n n ℝ} (hA : Aᵀ = -A) (x : n → ℝ) :
    x ⬝ᵥ A *ᵥ x = 0 := by
  have h : x ⬝ᵥ A *ᵥ x = x ⬝ᵥ Aᵀ *ᵥ x := by
    rw [Matrix.mulVec_transpose, dotProduct_comm x (x ᵥ* A), Matrix.dotProduct_mulVec]
  rw [hA, Matrix.neg_mulVec, dotProduct_neg] at h
  linarith
```

## (b) Solvability of the amplitude equations

Show that \(S+A\) is non-singular and that \(c=-(S+A)^{-1}V\) satisfies
\[
(S+A)c=-V .
\]

If \(S+A\) were singular, some \(x\neq0\) would satisfy \((S+A)x=0\). By (a), \(0=x\cdot(S+A)x=x\cdot Sx>0\), a contradiction. Multiplying \(c\) by \(S+A\) then gives \(-V\).

The Mathlib lemma `Matrix.exists_mulVec_eq_zero_iff` deserves a closer look. It states that a square matrix over a suitable ring, such as \(\mathbb R\), sends some non-zero vector to zero exactly when its determinant is zero. Used from right to left, by `.mpr`, it turns the assumption on the determinant into the vector \(x\) of the argument above. This is where positivity, a statement about vectors, becomes invertibility, a statement about a determinant. The later proofs need the latter: Mathlib defines `⁻¹` for singular matrices too, so cancelling a matrix against its inverse requires `IsUnit` of the determinant.

```lean
/-- If `S` is positive definite and `A` antisymmetric, then `S + A` is non-singular and the
amplitudes solve the linear equations `(S + A) c = -V`. -/
theorem amplitudes_solve {S A : Matrix n n ℝ} (hS : S.PosDef) (hA : Aᵀ = -A) (V : n → ℝ) :
    IsUnit (S + A).det ∧ (S + A) *ᵥ amplitudes (S + A) V = -V := by
  have hdet : IsUnit (S + A).det := by
    rw [isUnit_iff_ne_zero]
    intro h
    obtain ⟨x, hx, h0⟩ := Matrix.exists_mulVec_eq_zero_iff.mpr h
    have hp := hS.dotProduct_mulVec_pos hx
    have h1 : x ⬝ᵥ (S + A) *ᵥ x = 0 := by rw [h0, dotProduct_zero]
    rw [Matrix.add_mulVec, dotProduct_add, skew_form_zero hA] at h1
    simp only [star_trivial] at hp
    linarith
  refine ⟨hdet, ?_⟩
  rw [amplitudes, Matrix.mulVec_neg, Matrix.mulVec_mulVec, Matrix.mul_nonsing_inv _ hdet,
    Matrix.one_mulVec]
```

## (c) The sign of the energy

Show that, for \(V\neq0\),
\[
E(S+A,V)<0 .
\]

The amplitudes \(c\) are non-zero, since \(c=0\) would give \(V=0\). Taking the scalar product of \((S+A)c=-V\) with \(c\) and using (a) gives \(c\cdot Sc=-c\cdot V\). Hence \(E(S+A,V)=-c\cdot Sc<0\). In the code, `hne` is the first sentence and `h` is the scalar product.

```lean
/-- For positive definite `S`, antisymmetric `A` and `V ≠ 0`, the F12 energy computed with
`S + A` is negative. -/
theorem f12Energy_neg {S A : Matrix n n ℝ} (hS : S.PosDef) (hA : Aᵀ = -A) {V : n → ℝ}
    (hV : V ≠ 0) : f12Energy (S + A) V < 0 := by
  have hx := (amplitudes_solve hS hA V).2
  have hne : amplitudes (S + A) V ≠ 0 := by
    intro h
    rw [h, Matrix.mulVec_zero] at hx
    exact hV (neg_eq_zero.mp hx.symm)
  have hp := hS.dotProduct_mulVec_pos hne
  simp only [star_trivial] at hp
  -- only the symmetric part contributes to c · (S + A) c = -c · V
  have h : amplitudes (S + A) V ⬝ᵥ (S + A) *ᵥ amplitudes (S + A) V
      = -(amplitudes (S + A) V ⬝ᵥ V) := by rw [hx, dotProduct_neg]
  rw [Matrix.add_mulVec, dotProduct_add, skew_form_zero hA] at h
  rw [f12Energy, dotProduct_comm]
  linarith
```

## (d) The energy error as another F12 energy

Show that
\[
E(S+A,V)-E(S,V)=-E(S+A,\,AS^{-1}V).
\]

In this part, as in its code, \(x\) denotes the amplitudes for \(S+A\), and \(c=S^{-1}V\) is minus the amplitudes for \(S\). Then \((S+A)x=-V\) and \(Sc=V\), so
\[
(S+A)(x+c)=-V+V+Ac=Ac .
\]
Therefore \((S+A)^{-1}Ac=x+c\). Since \(c\cdot Ac=0\),
\[
E(S+A,Ac)=-(Ac)\cdot(x+c)=-x\cdot Ac .
\]
It remains to evaluate \(x\cdot Ac\). Moving \(A\) across the scalar product, inserting \(Ax=-V-Sx\), and then moving \(S\) across gives
\[
x\cdot Ac=-(Ax)\cdot c=V\cdot c+x\cdot Sc=V\cdot c+x\cdot V .
\]
As \(E(S+A,V)=x\cdot V\) and \(E(S,V)=-V\cdot c\), the right-hand side is the energy error.

The code derives the equation for \(x+c\) in `hd` and solves it in `hsol`. The three energies are `e1`, `e2` and `e3`, while `hAx` and `hSx` move the matrices across. The final `linarith` adds these scalar equations.

```lean
/-- For positive definite `S` and antisymmetric `A`, the energy error made by keeping `A` is minus
the F12 energy computed with the matrix `S + A` and the coupling vector `A S⁻¹ V`. -/
theorem energy_error {S A : Matrix n n ℝ} (hS : S.PosDef) (hA : Aᵀ = -A) (V : n → ℝ) :
    f12Energy (S + A) V - f12Energy S V = -f12Energy (S + A) (A *ᵥ (S⁻¹ *ᵥ V)) := by
  have hST : Sᵀ = S := by
    rw [← Matrix.conjTranspose_eq_transpose_of_trivial]
    exact hS.1
  obtain ⟨hdet, hx⟩ := amplitudes_solve hS hA V
  obtain ⟨x, hxd⟩ : ∃ x, x = amplitudes (S + A) V := ⟨_, rfl⟩
  obtain ⟨c, hcd⟩ : ∃ c, c = S⁻¹ *ᵥ V := ⟨_, rfl⟩
  rw [← hxd] at hx
  have hc : S *ᵥ c = V := by
    rw [hcd, Matrix.mulVec_mulVec, Matrix.mul_nonsing_inv _ hS.det_pos.ne'.isUnit,
      Matrix.one_mulVec]
  -- the difference of the two solutions is driven by A c
  have hd : A *ᵥ c = (S + A) *ᵥ (x + c) := by
    rw [Matrix.mulVec_add, hx, Matrix.add_mulVec, hc]
    abel
  have hsol : (S + A)⁻¹ *ᵥ (A *ᵥ c) = x + c := by
    rw [hd, Matrix.mulVec_mulVec, Matrix.nonsing_inv_mul _ hdet, Matrix.one_mulVec]
  have e1 : f12Energy (S + A) V = x ⬝ᵥ V := by
    rw [f12Energy, ← hxd, dotProduct_comm]
  have e2 : f12Energy S V = -(V ⬝ᵥ c) := by
    rw [f12Energy, amplitudes, ← hcd, dotProduct_neg]
  have e3 : f12Energy (S + A) (A *ᵥ c) = -(x ⬝ᵥ A *ᵥ c) := by
    rw [f12Energy, amplitudes, hsol, dotProduct_neg, dotProduct_add, dotProduct_comm _ x,
      dotProduct_comm _ c, skew_form_zero hA c, add_zero]
  -- move A and S to the other side of the scalar product
  have hAx : x ⬝ᵥ A *ᵥ c = -((A *ᵥ x) ⬝ᵥ c) := by
    rw [Matrix.dotProduct_mulVec, ← Matrix.mulVec_transpose, hA, Matrix.neg_mulVec,
      neg_dotProduct]
  have hSx : x ⬝ᵥ S *ᵥ c = (S *ᵥ x) ⬝ᵥ c := by
    rw [Matrix.dotProduct_mulVec, ← Matrix.mulVec_transpose, hST]
  rw [hc] at hSx
  have h : ((S + A) *ᵥ x) ⬝ᵥ c = -(V ⬝ᵥ c) := by rw [hx, neg_dotProduct]
  rw [Matrix.add_mulVec, add_dotProduct] at h
  rw [← hcd, e1, e2, e3]
  linarith
```

## (e) The symmetric part of the inverse

Show that
\[
(S-AS^{-1}A)^{-1}=\tfrac12\left[(S+A)^{-1}+\big((S+A)^{-1}\big)^{T}\right].
\]

Let \(M=S-AS^{-1}A\). Multiplying out confirms two factorisations:
\[
M=(1-AS^{-1})(S+A)=(1+AS^{-1})(S-A).
\]
Both \(S+A\) and \(S-A\) are non-singular by (b), so
\[
M(S+A)^{-1}=1-AS^{-1},\qquad M(S-A)^{-1}=1+AS^{-1}.
\]
The average of the right-hand sides is \(1\), and \((S-A)^{-1}\) is the transpose of \((S+A)^{-1}\). The code has the factorisations as `e1` and `e2`, and their consequences as `f1` and `f2`. `Matrix.inv_eq_right_inv` then identifies the right inverse of \(M\) with its inverse.

```lean
/-- For positive definite `S` and antisymmetric `A`, the symmetric part of `(S + A)⁻¹` is
`(S - A S⁻¹ A)⁻¹`. -/
theorem inv_symmetric_part {S A : Matrix n n ℝ} (hS : S.PosDef) (hA : Aᵀ = -A) :
    (S - A * S⁻¹ * A)⁻¹ = (1 / 2 : ℝ) • ((S + A)⁻¹ + ((S + A)⁻¹)ᵀ) := by
  have hST : Sᵀ = S := by
    rw [← Matrix.conjTranspose_eq_transpose_of_trivial]
    exact hS.1
  have hp := (amplitudes_solve hS hA 0).1
  have hm := (amplitudes_solve (A := -A) hS (by rw [Matrix.transpose_neg, hA]) 0).1
  rw [← sub_eq_add_neg] at hm
  have hAS : A * S⁻¹ * S = A := by
    rw [Matrix.mul_assoc, Matrix.nonsing_inv_mul _ hS.det_pos.ne'.isUnit, Matrix.mul_one]
  -- two factorisations of the symmetric matrix
  have e1 : S - A * S⁻¹ * A = (1 - A * S⁻¹) * (S + A) := by
    rw [sub_mul, one_mul, mul_add, hAS]
    abel
  have e2 : S - A * S⁻¹ * A = (1 + A * S⁻¹) * (S - A) := by
    rw [add_mul, one_mul, mul_sub, hAS]
    abel
  have f1 : (S - A * S⁻¹ * A) * (S + A)⁻¹ = 1 - A * S⁻¹ := by
    rw [e1, Matrix.mul_assoc, Matrix.mul_nonsing_inv _ hp, Matrix.mul_one]
  have f2 : (S - A * S⁻¹ * A) * (S - A)⁻¹ = 1 + A * S⁻¹ := by
    rw [e2, Matrix.mul_assoc, Matrix.mul_nonsing_inv _ hm, Matrix.mul_one]
  rw [Matrix.transpose_nonsing_inv, Matrix.transpose_add, hST, hA, ← sub_eq_add_neg]
  apply Matrix.inv_eq_right_inv
  rw [Matrix.mul_smul, Matrix.mul_add, f1, f2]
  module
```

## (f) Comparison with the symmetrised energy

Show that
\[
E(S+A,V)=E(S-AS^{-1}A,V)\ge E(S,V),
\]
with equality in the second relation exactly when \(AS^{-1}V=0\).

A matrix and its symmetric part have the same quadratic form, so the first equality follows from (e). For the rest, let \(u=AS^{-1}V\). By (d), the error is \(-E(S+A,u)\). It vanishes for \(u=0\) and is positive for \(u\neq0\) by (c).

The theorem joins the three statements by `∧`. Its proof treats them in turn, and `by_cases` separates the two cases for \(u\) in the inequality.

```lean
/-- For positive definite `S` and antisymmetric `A`, the F12 energy with `S + A` is that of the
symmetric matrix `S - A S⁻¹ A`. It is never below the energy with `S` alone, and the two agree
exactly when `A S⁻¹ V = 0`. -/
theorem unsymmetrised_energy {S A : Matrix n n ℝ} (hS : S.PosDef) (hA : Aᵀ = -A)
    (V : n → ℝ) :
    f12Energy (S + A) V = f12Energy (S - A * S⁻¹ * A) V ∧
    f12Energy S V ≤ f12Energy (S + A) V ∧
    (f12Energy (S + A) V = f12Energy S V ↔ A *ᵥ (S⁻¹ *ᵥ V) = 0) := by
  have g := energy_error hS hA V
  have h0 : f12Energy (S + A) 0 = 0 := by rw [f12Energy, zero_dotProduct]
  refine ⟨?_, ?_, ?_⟩
  · have ht : V ⬝ᵥ ((S + A)⁻¹)ᵀ *ᵥ V = V ⬝ᵥ (S + A)⁻¹ *ᵥ V := by
      rw [Matrix.mulVec_transpose, dotProduct_comm, ← Matrix.dotProduct_mulVec]
    rw [f12Energy, f12Energy, amplitudes, amplitudes, inv_symmetric_part hS hA,
      Matrix.smul_mulVec, Matrix.add_mulVec, dotProduct_neg, dotProduct_neg, dotProduct_smul,
      dotProduct_add, ht, smul_eq_mul]
    ring
  · by_cases hu : A *ᵥ (S⁻¹ *ᵥ V) = 0
    · rw [hu, h0] at g
      linarith
    · linarith [f12Energy_neg hS hA hu]
  · constructor
    · intro h
      by_contra hu
      linarith [f12Energy_neg hS hA hu]
    · intro hu
      rw [hu, h0] at g
      linarith
```

## (g) The order of the error

Replace \(A\) by \(tA\) with any real \(t\), and let \(u=AS^{-1}V\) and \(w=AS^{-1}u\). Show that
\[
t^2\,u\cdot S^{-1}u-t^4\,w\cdot S^{-1}w\;\le\;E(S+tA,V)-E(S,V)\;\le\;t^2\,u\cdot S^{-1}u .
\]

The energy is quadratic in its vector, so (d) gives the error as \(-t^2E(S+tA,u)\). By (f), \(E(S+tA,u)\ge E(S,u)=-u\cdot S^{-1}u\), which is the upper bound. Applying (d) to \(u\) gives
\[
E(S+tA,u)=E(S,u)-t^2E(S+tA,w),
\]
so the error is also \(t^2\,u\cdot S^{-1}u+t^4E(S+tA,w)\). The lower bound follows from \(E(S+tA,w)\ge E(S,w)=-w\cdot S^{-1}w\). When \(u\neq0\), the coefficient of \(t^2\) is positive and the error is of exactly second order as \(t\to0\).

In the code, `hom` is the quadratic scaling, `g1` and `g2` are the two uses of (d), and `p1` and `p2` are the two uses of (f).

```lean
/-- For positive definite `S` and an antisymmetric part `t A`, the energy error is
`t² u · S⁻¹ u` with `u = A S⁻¹ V`, up to a reduction of at most `t⁴ w · S⁻¹ w` with
`w = A S⁻¹ u`. -/
theorem error_second_order {S A : Matrix n n ℝ} (hS : S.PosDef) (hA : Aᵀ = -A)
    {V u w : n → ℝ} (hu : u = A *ᵥ (S⁻¹ *ᵥ V)) (hw : w = A *ᵥ (S⁻¹ *ᵥ u)) (t : ℝ) :
    t ^ 2 * (u ⬝ᵥ S⁻¹ *ᵥ u) - t ^ 4 * (w ⬝ᵥ S⁻¹ *ᵥ w)
      ≤ f12Energy (S + t • A) V - f12Energy S V ∧
    f12Energy (S + t • A) V - f12Energy S V ≤ t ^ 2 * (u ⬝ᵥ S⁻¹ *ᵥ u) := by
  have hA' : (t • A)ᵀ = -(t • A) := by rw [Matrix.transpose_smul, hA, smul_neg]
  have hom : ∀ v : n → ℝ,
      f12Energy (S + t • A) (t • v) = t ^ 2 * f12Energy (S + t • A) v := by
    intro v
    simp only [f12Energy, amplitudes, Matrix.mulVec_smul, dotProduct_neg, dotProduct_smul,
      smul_dotProduct, smul_eq_mul]
    ring
  have q : ∀ v : n → ℝ, v ⬝ᵥ S⁻¹ *ᵥ v = -f12Energy S v := by
    intro v
    rw [f12Energy, amplitudes, dotProduct_neg, neg_neg]
  -- apply the error formula to V and once more to u
  have g1 := energy_error hS hA' V
  rw [Matrix.smul_mulVec, ← hu, hom] at g1
  have g2 := energy_error hS hA' u
  rw [Matrix.smul_mulVec, ← hw, hom] at g2
  have p1 := mul_le_mul_of_nonneg_left (unsymmetrised_energy hS hA' u).2.1 (sq_nonneg t)
  have p2 := mul_le_mul_of_nonneg_left (unsymmetrised_energy hS hA' w).2.1
    (show 0 ≤ t ^ 4 by positivity)
  have e : t ^ 2 * f12Energy (S + t • A) u
      = t ^ 2 * f12Energy S u - t ^ 4 * f12Energy (S + t • A) w := by
    linear_combination t ^ 2 * g2
  rw [q u, q w]
  constructor <;> linarith
```

## (h) Symmetrising a given matrix

Let \(B\) be a real square matrix whose symmetric part \(S=\tfrac12(B+B^{T})\) is positive definite. Show that
\[
E\big(\tfrac12(B+B^{T}),V\big)\le E(B,V),
\]
with equality exactly when \((B-B^{T})c_S=0\), where \(c_S=-S^{-1}V\).

Put \(A=\tfrac12(B-B^{T})\) in (f). The condition \(AS^{-1}V=0\) differs from the stated one only by a non-zero factor. In the code, `hsum` reassembles \(B\) from its two parts.

In an MP2-F12 calculation with optimised amplitudes, \(B\) for an occupied pair contains, besides integrals that are evaluated directly, products of integrals over the correlation factor and the Fock operator, with an auxiliary basis inserted between the factors. An approximation that treats the bra and ket geminals differently can leave \(B\neq B^{T}\). Symmetrisation replaces \(B\) by \(\tfrac12(B+B^{T})\) before the amplitude equations are solved. If the amplitudes are instead held fixed and the energy is taken from \(2V\cdot c+c\cdot Bc\), the antisymmetric part drops out by (a).

```lean
/-- If the symmetric part of `B` is positive definite, symmetrising `B` never raises the F12
energy, and leaves it unchanged exactly when `B - Bᵀ` annihilates the symmetrised solution. -/
theorem symmetrise_lowers_energy {B : Matrix n n ℝ}
    (hB : ((1 / 2 : ℝ) • (B + Bᵀ)).PosDef) (V : n → ℝ) :
    f12Energy ((1 / 2 : ℝ) • (B + Bᵀ)) V ≤ f12Energy B V ∧
    (f12Energy B V = f12Energy ((1 / 2 : ℝ) • (B + Bᵀ)) V ↔
      (B - Bᵀ) *ᵥ amplitudes ((1 / 2 : ℝ) • (B + Bᵀ)) V = 0) := by
  have hA : ((1 / 2 : ℝ) • (B - Bᵀ))ᵀ = -((1 / 2 : ℝ) • (B - Bᵀ)) := by
    rw [Matrix.transpose_smul, Matrix.transpose_sub, Matrix.transpose_transpose, ← smul_neg,
      neg_sub]
  have hsum : (1 / 2 : ℝ) • (B + Bᵀ) + (1 / 2 : ℝ) • (B - Bᵀ) = B := by module
  obtain ⟨-, h1, h2⟩ := unsymmetrised_energy hB hA V
  rw [hsum] at h1 h2
  rw [Matrix.smul_mulVec] at h2
  refine ⟨h1, h2.trans ?_⟩
  rw [amplitudes, Matrix.mulVec_neg, neg_eq_zero]
  exact smul_eq_zero_iff_right (by norm_num)
```

## (i) Two coupled geminals

For unit symmetric part, antisymmetric coupling \(a\) and \(V=(1,0)\), show that
\[
E\left(\begin{pmatrix}1&a\\-a&1\end{pmatrix},\begin{pmatrix}1\\0\end{pmatrix}\right)=-\frac1{1+a^2}.
\]

The determinant is \(1+a^2\), and the upper left element of the inverse is \(1/(1+a^2)\). The vector \(V\) selects this element, and the energy carries a minus sign. Symmetrising gives \(-1\), so the error is \(a^2/(1+a^2)\), which lies between \(a^2-a^4\) and \(a^2\) as in (g). The code computes the inverse in the same way, from the determinant and the adjugate.

```lean
/-- Two geminals with unit symmetric part, antisymmetric coupling `a` and `V = (1, 0)` have the
F12 energy `-1 / (1 + a²)`. -/
theorem two_geminal_energy (a : ℝ) :
    f12Energy !![1, a; -a, 1] ![1, 0] = -(1 + a ^ 2)⁻¹ := by
  have hdet : (!![1, a; -a, 1] : Matrix (Fin 2) (Fin 2) ℝ).det = 1 + a ^ 2 := by
    rw [Matrix.det_fin_two_of]
    ring
  rw [f12Energy, amplitudes, Matrix.inv_def, hdet, Matrix.adjugate_fin_two_of]
  simp [dotProduct, Fin.sum_univ_two]

end

end UnsymmetrisedF12
```

```lean
#print axioms UnsymmetrisedF12.error_second_order
#print axioms UnsymmetrisedF12.symmetrise_lowers_energy
#print axioms UnsymmetrisedF12.two_geminal_energy
```

```
'UnsymmetrisedF12.error_second_order' depends on axioms: [propext, Classical.choice, Quot.sound]
'UnsymmetrisedF12.symmetrise_lowers_energy' depends on axioms: [propext, Classical.choice, Quot.sound]
'UnsymmetrisedF12.two_geminal_energy' depends on axioms: [propext, Classical.choice, Quot.sound]
```
